# A state of n + 1 electrons is totally antisymmetric exactly when B = (1 − sum of exchanges with the last electron)/(n + 1) leaves it unchanged

An open shell holds $n$ electrons in an antisymmetric parent state, and I add one more electron. The product is antisymmetric in the parents, but not yet under exchanges with the newcomer. I would expect those $n$ exchanges to be all that is left to deal with: the operator $B$ in the title should complete the antisymmetrisation, and $Bv=v$ should tell me whether a state $v$ is already totally antisymmetric. Can this be made rigorous and machine-checked?

## Splitting off the added electron

Yes, and the test $Bv=v$ works even without assuming that the parents are antisymmetric.

Label the added electron $0$ and let $t_i$ exchange it with parent $i$, so that $B=(1-\sum_i t_i)/(n+1)$. Let $A_n$ and $A_{n+1}$ be the normalised antisymmetrisers of the parents and of all electrons.

If a permutation $g$ sends $0$ to $i$, then $t_i g$ fixes $0$. Hence every $g$ is uniquely $s$ or $t_i s$, with $s$ a parent permutation, and $\operatorname{sgn}(t_i s)=-\operatorname{sgn}s$. Therefore
$$\sum_g \operatorname{sgn}(g)\,g=\Big(1-\sum_i t_i\Big)\sum_s\operatorname{sgn}(s)\,s .$$
Dividing by $(n+1)!=(n+1)\,n!$ gives $A_{n+1}=BA_n$. Since $s\,t_i=t_{s(i)}\,s$, parent permutations only reorder the sum in $B$, so also $A_{n+1}=A_nB$.

If $A_nv=v$, then $Bv=BA_nv=A_{n+1}v$. This is totally antisymmetric, because $gA_{n+1}=\operatorname{sgn}(g)A_{n+1}$.

## Why $Bv=v$ is enough

If $v$ is totally antisymmetric, each $t_iv=-v$, so $Bv=v$. Conversely, $Bv=v$ means $\sum_i t_iv=-nv$. Take a rational-valued linear functional $\varphi$ and set $f(g)=\varphi(gv)$. Then $\sum_i f(gt_i)=-nf(g)$, and since $g\mapsto gt_i$ permutes the group,
$$\sum_{g,i}\big(f(gt_i)+f(g)\big)^2=(n-2n+n)\sum_g f(g)^2=0 .$$
Every square vanishes. At $g=1$ this gives $\varphi(t_iv+v)=0$ for all $\varphi$, so $t_iv=-v$. For distinct parents $i,j$, the relation $t_it_j=(i\,j)\,t_i$ then gives $(i\,j)v=-v$. Transpositions generate all permutations, so $v$ is totally antisymmetric.

## Three electrons, and a trap

Take $n=2$, orthonormal spin orbitals $a,b,c$, and $v=(|abc\rangle-|bac\rangle)/\sqrt2$ with the third electron added. Then
$$Bv=\frac{|abc\rangle-|bac\rangle-|cba\rangle+|cab\rangle-|acb\rangle+|bca\rangle}{3\sqrt2},$$
which is $1/\sqrt3$ times the normalised Slater determinant. For $c=a$ the terms cancel, as the Pauli principle requires.

The trap is to treat $B$ as a projector. On the product $|aaa\rangle$, which is not an allowed electron state, it gives $-\tfrac13|aaa\rangle$, which is neither zero nor antisymmetric, whereas $A_{n+1}$ gives zero. Parent antisymmetry is enough for $B$ to do the work of $A_{n+1}$; without it, the two can differ.

## What the Lean statements say

The parents are labelled by a finite type `α`, and the added electron is `none` in `Option α`. The elements $A_{n+1}$, $A_n$, $B$ and $t_i$ are `antisymmetriser (Option α)`, `parentAntisymmetriser α`, `exchangeOperator α` and `exchangeWith i`.

States live in a rational vector space `V` of any dimension, on which permutations act through `ρ`; `ρ.asAlgebraHom` extends the action to sums. Complex state spaces qualify by restricting scalars. `IsAntisymmetric` also admits the zero vector, so no allowed state is promised.

This is the permutation part of building equivalent-electron states from parents; angular momentum coupling and fractional parentage coefficients are not treated.

```lean
import Mathlib

open Equiv
open MonoidAlgebra (of)

namespace ParentageAntisymmetriser

noncomputable section

variable {α β V : Type*} [Fintype α] [DecidableEq α] [Fintype β] [DecidableEq β]
  [AddCommGroup V] [Module ℚ V]

/-- The sign of a permutation of electron labels, as a rational number. -/
def sgn (g : Perm β) : ℚ := ((Perm.sign g : ℤ) : ℚ)

/-- A permutation of the parent electrons, leaving the added electron `none` in place. -/
def onParent (s : Perm α) : Perm (Option α) := optionCongr s

/-- The exchange of the added electron with the parent electron `i`. -/
def exchangeWith (i : α) : Perm (Option α) := swap none (some i)

variable (β) in
/-- The normalised antisymmetriser of all electrons labelled by `β`. -/
def antisymmetriser : MonoidAlgebra ℚ (Perm β) :=
  ((Fintype.card β).factorial : ℚ)⁻¹ • ∑ g : Perm β, sgn g • of ℚ (Perm β) g

variable (α) in
/-- The normalised antisymmetriser of the parent electrons, acting on parent plus one electron. -/
def parentAntisymmetriser : MonoidAlgebra ℚ (Perm (Option α)) :=
  ((Fintype.card α).factorial : ℚ)⁻¹ •
    ∑ s : Perm α, sgn s • of ℚ (Perm (Option α)) (onParent s)

variable (α) in
/-- The operator `B`: one minus all exchanges with the added electron, divided by the number
of electrons. -/
def exchangeOperator : MonoidAlgebra ℚ (Perm (Option α)) :=
  ((Fintype.card α : ℚ) + 1)⁻¹ • (1 - ∑ i : α, of ℚ (Perm (Option α)) (exchangeWith i))

/-- A state is totally antisymmetric if every permutation multiplies it by its sign. -/
def IsAntisymmetric (ρ : Representation ℚ (Perm β) V) (v : V) : Prop :=
  ∀ g, ρ g v = sgn g • v

/-- The sign of a product of permutations is the product of the signs. -/
theorem sgn_mul (g h : Perm β) : sgn (g * h) = sgn g * sgn h := by
  simp [sgn]

/-- The sign of a permutation squares to one. -/
theorem sgn_mul_self (g : Perm β) : sgn g * sgn g = 1 := by
  rcases Int.units_eq_one_or (Perm.sign g) with h | h <;> simp [sgn, h]

/-- The operator `B` commutes with every permutation of the parent electrons. -/
theorem onParent_mul_exchangeOperator (s : Perm α) :
    of ℚ (Perm (Option α)) (onParent s) * exchangeOperator α =
      exchangeOperator α * of ℚ (Perm (Option α)) (onParent s) := by
  -- a parent permutation only relabels the exchange partner
  have hp : ∀ i, onParent s * exchangeWith i = exchangeWith (s i) * onParent s :=
    fun i => Equiv.mul_swap_eq_swap_mul (onParent s) none (some i)
  have h : ∀ i, of ℚ (Perm (Option α)) (onParent s) * of ℚ (Perm (Option α)) (exchangeWith i) =
      of ℚ (Perm (Option α)) (exchangeWith (s i)) * of ℚ (Perm (Option α)) (onParent s) := by
    intro i
    rw [← map_mul, ← map_mul, hp]
  unfold exchangeOperator
  rw [mul_smul_comm, smul_mul_assoc, mul_sub, sub_mul, mul_one, one_mul, Finset.mul_sum,
    Finset.sum_mul, Finset.sum_congr rfl (fun i _ => h i),
    Equiv.sum_comp s (fun i => of ℚ (Perm (Option α)) (exchangeWith i) *
      of ℚ (Perm (Option α)) (onParent s))]

/-- The full antisymmetriser is the product, in either order, of `B` and the parent
antisymmetriser. -/
theorem antisymmetriser_factorisation :
    antisymmetriser (Option α) = exchangeOperator α * parentAntisymmetriser α ∧
      antisymmetriser (Option α) = parentAntisymmetriser α * exchangeOperator α := by
  have hcomm : parentAntisymmetriser α * exchangeOperator α =
      exchangeOperator α * parentAntisymmetriser α := by
    simp only [parentAntisymmetriser, smul_mul_assoc, mul_smul_comm, Finset.sum_mul,
      Finset.mul_sum, onParent_mul_exchangeOperator]
  rw [hcomm, and_self]
  -- each permutation is uniquely an exchange (or the identity) times a parent permutation
  have h0 : ∀ s : Perm α, Perm.decomposeOption.symm (none, s) = onParent s := by
    intro s
    change swap none none * onParent s = onParent s
    rw [swap_self]
    exact one_mul (onParent s)
  have h1 : ∀ (i : α) (s : Perm α),
      Perm.decomposeOption.symm (some i, s) = exchangeWith i * onParent s := fun _ _ => rfl
  have s0 : ∀ s : Perm α, sgn (onParent s) = sgn s := by
    intro s
    simp [sgn, onParent, Equiv.optionCongr_sign]
  have s1 : ∀ i : α, sgn (exchangeWith i) = -1 := by
    intro i
    simp [sgn, exchangeWith]
  have key : ∑ g : Perm (Option α), sgn g • of ℚ (Perm (Option α)) g =
      (1 - ∑ i : α, of ℚ (Perm (Option α)) (exchangeWith i)) *
        ∑ s : Perm α, sgn s • of ℚ (Perm (Option α)) (onParent s) := by
    rw [← Equiv.sum_comp Perm.decomposeOption.symm, Fintype.sum_prod_type, Fintype.sum_option,
      sub_mul, one_mul, Finset.sum_mul]
    simp only [h0, h1, sgn_mul, s0, s1, map_mul, neg_mul, one_mul, neg_smul,
      Finset.sum_neg_distrib, Finset.mul_sum, mul_smul_comm, sub_eq_add_neg]
  unfold antisymmetriser exchangeOperator parentAntisymmetriser
  rw [key, smul_mul_smul_comm, Fintype.card_option, Nat.factorial_succ]
  congr 1
  push_cast
  rw [mul_inv]

/-- The antisymmetriser sends every vector to a totally antisymmetric vector, possibly zero. -/
theorem isAntisymmetric_antisymmetriser (ρ : Representation ℚ (Perm β) V) (v : V) :
    IsAntisymmetric ρ (ρ.asAlgebraHom (antisymmetriser β) v) := by
  intro g
  have hg : of ℚ (Perm β) g * antisymmetriser β = sgn g • antisymmetriser β := by
    unfold antisymmetriser
    rw [mul_smul_comm, smul_comm (sgn g)]
    congr 1
    rw [Finset.mul_sum, Finset.smul_sum,
      ← Equiv.sum_comp (Equiv.mulLeft g) (fun h => sgn g • sgn h • of ℚ (Perm β) h)]
    refine Finset.sum_congr rfl fun h _ => ?_
    change _ = sgn g • sgn (g * h) • of ℚ (Perm β) (g * h)
    rw [sgn_mul, mul_smul_comm, map_mul, smul_smul, ← mul_assoc, sgn_mul_self, one_mul]
  have h := congrArg (fun a => ρ.asAlgebraHom a v) hg
  simpa only [map_mul, map_smul, Representation.asAlgebraHom_of, Module.End.mul_apply,
    LinearMap.smul_apply] using h

/-- A state is fixed by the antisymmetriser exactly when it is totally antisymmetric. -/
theorem antisymmetriser_apply_eq_iff (ρ : Representation ℚ (Perm β) V) (v : V) :
    ρ.asAlgebraHom (antisymmetriser β) v = v ↔ IsAntisymmetric ρ v := by
  constructor
  · intro h
    have h' := isAntisymmetric_antisymmetriser ρ v
    rwa [h] at h'
  · intro h
    have hv : ∀ g, ρ g v = sgn g • v := h
    have hne : ((Fintype.card β).factorial : ℚ) ≠ 0 := by positivity
    simp only [antisymmetriser, map_smul, map_sum, Representation.asAlgebraHom_of,
      LinearMap.smul_apply, LinearMap.sum_apply, hv, smul_smul, sgn_mul_self, one_smul,
      Finset.sum_const, Finset.card_univ, Fintype.card_perm]
    rw [← Nat.cast_smul_eq_nsmul ℚ, inv_smul_smul₀ hne]

/-- On a state antisymmetric in the parent electrons, `B` acts as the full antisymmetriser, and
the result is totally antisymmetric. -/
theorem exchangeOperator_apply_of_parent (ρ : Representation ℚ (Perm (Option α)) V) (v : V)
    (hv : ρ.asAlgebraHom (parentAntisymmetriser α) v = v) :
    ρ.asAlgebraHom (exchangeOperator α) v = ρ.asAlgebraHom (antisymmetriser (Option α)) v ∧
      IsAntisymmetric ρ (ρ.asAlgebraHom (exchangeOperator α) v) := by
  have h : ρ.asAlgebraHom (exchangeOperator α) v =
      ρ.asAlgebraHom (antisymmetriser (Option α)) v := by
    rw [antisymmetriser_factorisation.1, map_mul, Module.End.mul_apply, hv]
  exact ⟨h, h ▸ isAntisymmetric_antisymmetriser ρ v⟩

/-- A state is fixed by `B` exactly when the sum of all exchanges with the added electron
multiplies it by minus the number of parent electrons. -/
theorem exchangeOperator_apply_eq_iff_sum (ρ : Representation ℚ (Perm (Option α)) V) (v : V) :
    ρ.asAlgebraHom (exchangeOperator α) v = v ↔
      ∑ i : α, ρ (exchangeWith i) v = (-(Fintype.card α : ℚ)) • v := by
  have hne : (Fintype.card α : ℚ) + 1 ≠ 0 := by positivity
  simp only [exchangeOperator, map_smul, map_sub, map_one, map_sum,
    Representation.asAlgebraHom_of, LinearMap.smul_apply, LinearMap.sub_apply,
    LinearMap.sum_apply, Module.End.one_apply]
  rw [inv_smul_eq_iff₀ hne]
  constructor <;> intro h <;> linear_combination (norm := module) -h

/-- If the exchanges with the added electron sum to minus the number of parent electrons on a
state, then each of them reverses the sign of that state. -/
theorem exchangeWith_apply_of_sum (ρ : Representation ℚ (Perm (Option α)) V) (v : V)
    (h : ∑ i : α, ρ (exchangeWith i) v = (-(Fintype.card α : ℚ)) • v) (i : α) :
    ρ (exchangeWith i) v = -v := by
  apply eq_neg_of_add_eq_zero_left
  rw [← Module.forall_dual_apply_eq_zero_iff ℚ]
  intro φ
  obtain ⟨f, hf⟩ : ∃ f : Perm (Option α) → ℚ, ∀ g, f g = φ (ρ g v) := ⟨_, fun _ => rfl⟩
  have hsum : ∀ g, ∑ j : α, f (g * exchangeWith j) = -(Fintype.card α : ℚ) * f g := by
    intro g
    have h' := congrArg (fun w => φ (ρ g w)) h
    simp only [map_sum, map_smul, smul_eq_mul] at h'
    simp only [hf, map_mul, Module.End.mul_apply]
    exact h'
  have hsq : ∀ j : α, ∑ g, f (g * exchangeWith j) ^ 2 = ∑ g, f g ^ 2 :=
    fun j => Equiv.sum_comp (Equiv.mulRight (exchangeWith j)) (fun g => f g ^ 2)
  -- a sum of squares over all permutations and exchanges vanishes
  have hzero : ∑ g, ∑ j : α, (f (g * exchangeWith j) + f g) ^ 2 = 0 := by
    have hexp : ∀ g, ∑ j : α, (f (g * exchangeWith j) + f g) ^ 2 =
        ∑ j : α, f (g * exchangeWith j) ^ 2 - (Fintype.card α : ℚ) * f g ^ 2 := by
      intro g
      have e : ∀ j : α, (f (g * exchangeWith j) + f g) ^ 2 =
          f (g * exchangeWith j) ^ 2 + (2 * f g * f (g * exchangeWith j) + f g ^ 2) :=
        fun j => by ring
      rw [Finset.sum_congr rfl (fun j _ => e j), Finset.sum_add_distrib,
        Finset.sum_add_distrib, ← Finset.mul_sum, hsum, Finset.sum_const, Finset.card_univ,
        nsmul_eq_mul]
      ring
    rw [Finset.sum_congr rfl (fun g _ => hexp g), Finset.sum_sub_distrib, Finset.sum_comm,
      Finset.sum_congr rfl (fun j _ => hsq j), Finset.sum_const, Finset.card_univ,
      nsmul_eq_mul, ← Finset.mul_sum, sub_self]
  have h1 := (Finset.sum_eq_zero_iff_of_nonneg
    (fun g _ => Finset.sum_nonneg fun j _ => sq_nonneg _)).1 hzero 1 (Finset.mem_univ _)
  have h2 := (Finset.sum_eq_zero_iff_of_nonneg
    (fun j _ => sq_nonneg _)).1 h1 i (Finset.mem_univ _)
  have h3 := (pow_eq_zero_iff two_ne_zero).1 h2
  simpa only [one_mul, hf, map_one, Module.End.one_apply, map_add] using h3

/-- A state of parent plus one electron is totally antisymmetric exactly when `B` leaves it
unchanged. -/
theorem isAntisymmetric_iff_exchangeOperator (ρ : Representation ℚ (Perm (Option α)) V) (v : V) :
    IsAntisymmetric ρ v ↔ ρ.asAlgebraHom (exchangeOperator α) v = v := by
  have hs : ∀ x y : Option α, x ≠ y → sgn (swap x y) = -1 := by
    intro x y hxy
    simp [sgn, Perm.sign_swap hxy]
  rw [exchangeOperator_apply_eq_iff_sum]
  constructor
  · intro h
    have e : ∀ i : α, ρ (exchangeWith i) v = (-1 : ℚ) • v := by
      intro i
      rw [h, exchangeWith, hs none (some i) (by simp)]
    rw [Finset.sum_congr rfl (fun i _ => e i), Finset.sum_const, Finset.card_univ,
      ← Nat.cast_smul_eq_nsmul ℚ, smul_smul, mul_neg_one]
  · intro h
    have e := exchangeWith_apply_of_sum ρ v h
    -- conjugating exchanges gives every transposition
    have hswap : ∀ x y : Option α, x ≠ y → ρ (swap x y) v = -v := by
      intro x y hxy
      rcases x with _ | i <;> rcases y with _ | j
      · exact absurd rfl hxy
      · exact e j
      · rw [swap_comm]
        exact e i
      · have hc : exchangeWith i * exchangeWith j = swap (some i) (some j) * exchangeWith i := by
          have h' := Equiv.mul_swap_eq_swap_mul (exchangeWith i) none (some j)
          have a : exchangeWith i none = some i := swap_apply_left _ _
          have b : exchangeWith i (some j) = some j :=
            swap_apply_of_ne_of_ne (by simp) hxy.symm
          rwa [a, b] at h'
        have h' := congrArg (fun g => ρ g v) hc
        simp only [map_mul, Module.End.mul_apply, e, map_neg, neg_neg] at h'
        linear_combination (norm := module) h'
    intro g
    refine Equiv.Perm.swap_induction_on g ?_ ?_
    · simp [sgn]
    · intro f x y hxy ih
      rw [map_mul, Module.End.mul_apply, ih, map_smul, hswap x y hxy, sgn_mul, hs x y hxy]
      module

end

end ParentageAntisymmetriser
```

```lean
#print axioms ParentageAntisymmetriser.antisymmetriser_apply_eq_iff
#print axioms ParentageAntisymmetriser.exchangeOperator_apply_of_parent
#print axioms ParentageAntisymmetriser.isAntisymmetric_iff_exchangeOperator
```

```
'ParentageAntisymmetriser.antisymmetriser_apply_eq_iff' depends on axioms: [propext, Classical.choice, Quot.sound]
'ParentageAntisymmetriser.exchangeOperator_apply_of_parent' depends on axioms: [propext, Classical.choice, Quot.sound]
'ParentageAntisymmetriser.isAntisymmetric_iff_exchangeOperator' depends on axioms: [propext, Classical.choice, Quot.sound]
```

## How the proof follows the algebra

`onParent_mul_exchangeOperator` is the relabelling step. `antisymmetriser_factorisation` reindexes the full sum with `Perm.decomposeOption`, which is the unique splitting of $g$, and then matches the factorials.

`isAntisymmetric_antisymmetriser` shifts the sum by left multiplication, and `antisymmetriser_apply_eq_iff` adds that $A_{n+1}v=v$ characterises antisymmetry. `exchangeOperator_apply_of_parent` combines the factorisation with `isAntisymmetric_antisymmetriser` for parent-antisymmetric states.

`exchangeOperator_apply_eq_iff_sum` rewrites $Bv=v$ as the sum condition. In `exchangeWith_apply_of_sum`, `hsum` is the relation for $f$, `hsq` the invariance of $\sum_g f(g)^2$, and `hzero` the vanishing sum of squares. `isAntisymmetric_iff_exchangeOperator` obtains the remaining transpositions by conjugation and reaches every permutation with `swap_induction_on`.
